# For a C¹ energy bounded below, the constraining field at global minimisers of the energy plus a quadratic penalty of growing strength tends to minus the energy gradient at the target

The phrase "let $x_L$ minimise the penalised energy" leaves open which minimiser is meant when there are several, and whether it varies smoothly with $L$. Here $x_L$ is a value of an arbitrary function `x : ℝ → V`, and the only demand is that `x L` be a global minimiser for every $L>0$. Neither uniqueness nor continuity in $L$ is assumed, so the limits hold for every way of choosing the minimisers.

The space $V$ holds the variables to be constrained, for instance a list of fragment populations, and $x_0\in V$ is their target value. It is a real vector space with an inner product $\langle\cdot,\cdot\rangle$ and norm $\|\cdot\|$. Its dimension is left open for now.

```lean
import Mathlib

open Filter Topology

namespace PenaltyConstrainedEnergy

noncomputable section

variable {V : Type*} [NormedAddCommGroup V] [InnerProductSpace ℝ V]
```

## The energy with a quadratic penalty

Let $E:V\to\mathbb R$ be the energy. A penalty of strength $L$ for leaving the target gives

$$E_L(x)=E(x)+L\|x-x_0\|^2 .$$

The number $L$ is half a spring stiffness, an energy per squared unit of the constrained variable. The penalty acts on the whole of $x$. In constrained density-functional theory, where only a few populations are fixed, $E(x)$ therefore stands for the energy already minimised over everything else at given populations $x$. Real populations have a limited range, so taking this reduced energy to be finite and differentiable on all of $V$ is a modelling assumption.

```lean
/-- The energy `E` plus a quadratic penalty of strength `L` for leaving the target `x0`. -/
def penalisedEnergy (E : V → ℝ) (x0 : V) (L : ℝ) (x : V) : ℝ :=
  E x + L * ‖x - x0‖ ^ 2
```

A minimiser is global: $E_L(x)\le E_L(y)$ for all $y\in V$.

```lean
/-- The point `x` is a global minimiser of the penalised energy of strength `L`. -/
def IsPenaltyMinimiser (E : V → ℝ) (x0 : V) (L : ℝ) (x : V) : Prop :=
  ∀ y, penalisedEnergy E x0 L x ≤ penalisedEnergy E x0 L y
```

## Minimisers exist in finite dimension

Let $E$ be continuous with $E(y)\ge m$ for all $y$, let $L>0$, and set $a=(E(x_0)-m)/L\ge 0$. If $\|y\|\ge\|x_0\|+a+1$, then $\|y-x_0\|\ge\|y\|-\|x_0\|\ge a+1$, so $\|y-x_0\|^2\ge(a+1)^2\ge a$ and

$$E_L(y)\ge m+La=E(x_0)=E_L(x_0).$$

Far from the origin, no point improves on the target. On the remaining closed ball, which is compact in finite dimension, the continuous function $E_L$ attains its minimum, and that minimum is global.

In the proof, "far from the origin" is the filter of complements of compact sets, and `exists_forall_le'` turns the estimate into a minimiser. `BddBelow (Set.range E)` is the lower bound on the energy, which physically says that the system has a finite ground-state energy.

```lean
/-- In finite dimension, a continuous energy that is bounded below has a penalised minimiser
for every positive penalty strength. -/
theorem exists_penaltyMinimiser [FiniteDimensional ℝ V] {E : V → ℝ} (hE : Continuous E)
    (hb : BddBelow (Set.range E)) (x0 : V) {L : ℝ} (hL : 0 < L) :
    ∃ x, IsPenaltyMinimiser E x0 L x := by
  obtain ⟨m, hm⟩ := hb
  have : ProperSpace V := FiniteDimensional.proper ℝ V
  have hc : Continuous (penalisedEnergy E x0 L) := by
    unfold penalisedEnergy
    fun_prop
  -- far from the origin the penalised energy is at least the energy of the target
  refine hc.exists_forall_le' x0 ?_
  filter_upwards [(tendsto_norm_cocompact_atTop (E := V)).eventually_ge_atTop
    (‖x0‖ + (E x0 - m) / L + 1)] with y hy
  have h0 : m ≤ E x0 := hm (Set.mem_range_self x0)
  have h1 : m ≤ E y := hm (Set.mem_range_self y)
  have h2 : ‖y‖ - ‖x0‖ ≤ ‖y - x0‖ := norm_sub_norm_le y x0
  have h3 : 0 ≤ (E x0 - m) / L := div_nonneg (by linarith) hL.le
  have h4 : (E x0 - m) / L ≤ ‖y - x0‖ ^ 2 := by nlinarith
  have h5 : E x0 - m ≤ ‖y - x0‖ ^ 2 * L := (div_le_iff₀ hL).1 h4
  have h6 : penalisedEnergy E x0 L x0 = E x0 := by simp [penalisedEnergy]
  rw [h6]
  unfold penalisedEnergy
  linarith
```

This is the only result here that needs finite dimension. The later ones take the minimisers as given, and in an infinite-dimensional space their existence remains a hypothesis.

## The minimisers approach the target

Comparing a minimiser $x$ with the target gives $E(x)+L\|x-x_0\|^2\le E(x_0)$. Since $E(x)\ge m$,

$$L\|x-x_0\|^2\le E(x_0)-m .$$

```lean
omit [InnerProductSpace ℝ V] in
/-- The penalty paid by a minimiser is at most the energy of the target measured from any
lower bound `m` of the energy. -/
theorem penalty_le {E : V → ℝ} {x0 x : V} {L m : ℝ} (hm : ∀ y, m ≤ E y)
    (hx : IsPenaltyMinimiser E x0 L x) : L * ‖x - x0‖ ^ 2 ≤ E x0 - m := by
  have h := hx x0
  have h6 : penalisedEnergy E x0 L x0 = E x0 := by simp [penalisedEnergy]
  rw [h6] at h
  unfold penalisedEnergy at h
  linarith [hm x]
```

For $L>0$ this reads $0\le\|x_L-x_0\|^2\le (E(x_0)-m)/L$. The right side tends to zero, so the squared distance does too, and taking the square root gives $x_L\to x_0$. The proof is the same squeeze. The limit $L\to\infty$ is `atTop`, and the bound is used only for $L>0$, which holds eventually.

```lean
omit [InnerProductSpace ℝ V] in
/-- As the penalty strength grows, the penalised minimisers converge to the target. -/
theorem tendsto_target {E : V → ℝ} (hb : BddBelow (Set.range E)) {x0 : V} {x : ℝ → V}
    (hx : ∀ L > 0, IsPenaltyMinimiser E x0 L (x L)) : Tendsto x atTop (𝓝 x0) := by
  obtain ⟨m, hm⟩ := hb
  have hq : Tendsto (fun L : ℝ => (E x0 - m) / L) atTop (𝓝 0) :=
    tendsto_const_nhds.div_atTop tendsto_id
  have hsq : Tendsto (fun L : ℝ => ‖x L - x0‖ ^ 2) atTop (𝓝 0) := by
    refine tendsto_of_tendsto_of_tendsto_of_le_of_le' tendsto_const_nhds hq
      (Eventually.of_forall fun L => by positivity) ?_
    filter_upwards [eventually_gt_atTop (0 : ℝ)] with L hL
    rw [le_div_iff₀ hL]
    linarith [penalty_le (fun y => hm (Set.mem_range_self y)) (hx L hL)]
  have h := hsq.sqrt
  simp only [Real.sqrt_sq (norm_nonneg _), Real.sqrt_zero] at h
  exact tendsto_iff_norm_sub_tendsto_zero.2 h
```

This bound alone gives a distance of order $L^{-1/2}$. For a continuously differentiable energy, the force balance improves it to order $1/L$.

## Force balance at a minimiser

From here on $V$ is complete, that is, a real Hilbert space; every finite-dimensional Euclidean space is one. Completeness lets the derivative of $E$ at $x$, a linear map $v\mapsto E'(x)v$, be represented by a vector, the gradient:

$$\langle\nabla E(x),v\rangle=E'(x)v .$$

In Lean the derivative is `fderiv ℝ E x` and the vector is `gradient E x`.

```lean
variable [CompleteSpace V]

/-- The inner product of `gradient E x` with `v` is `fderiv ℝ E x v`, which is the directional
derivative wherever `E` is differentiable. -/
theorem inner_gradient (E : V → ℝ) (x v : V) :
    inner ℝ (gradient E x) v = fderiv ℝ E x v := by
  unfold gradient
  exact InnerProductSpace.toDual_symm_apply
```

The derivative of $\|x-x_0\|^2$ in the direction $v$ is $2\langle x-x_0,v\rangle$. If $E$ is differentiable at a minimiser $x$, the derivative of $E_L$ vanishes there in every direction:

$$E'(x)v+2L\langle x-x_0,v\rangle=0\quad\text{for all }v,$$

and therefore

$$2L(x-x_0)=-\nabla E(x).$$

The left side is the gradient of the penalty, and it is what is called the constraining field here. The proof computes the derivative of the sum in `h2`, sets it to zero with `hasFDerivAt_eq_zero`, and compares the two vectors through their inner products with an arbitrary $v$.

```lean
/-- Force balance: at a penalised minimiser the constraining field `2L(x - x0)` equals minus
the energy gradient at that minimiser. -/
theorem force_balance {E : V → ℝ} {x0 x : V} {L : ℝ} (hE : DifferentiableAt ℝ E x)
    (hx : IsPenaltyMinimiser E x0 L x) : (2 * L) • (x - x0) = -gradient E x := by
  have h1 : HasFDerivAt (fun y : V => ‖y - x0‖ ^ 2)
      (2 • (innerSL ℝ (x - x0)).comp (ContinuousLinearMap.id ℝ V)) x :=
    ((hasFDerivAt_id x).sub_const x0).norm_sq
  have h2 := hE.hasFDerivAt.fun_add (h1.const_mul L)
  have hmin : IsLocalMin (fun y => E y + L * ‖y - x0‖ ^ 2) x := Eventually.of_forall hx
  -- the derivative of the penalised energy vanishes in every direction
  have h3 := hmin.hasFDerivAt_eq_zero h2
  refine ext_inner_right ℝ fun v => ?_
  have h4 : fderiv ℝ E x v + L * (2 * inner ℝ (x - x0) v) = 0 := by
    simpa [inner_sub_left] using congrArg (fun T : V →L[ℝ] ℝ => T v) h3
  rw [real_inner_smul_left, inner_neg_left, inner_gradient]
  linarith
```

If the target itself is a minimiser at some strength $L$, the left side is zero, and so $\nabla E(x_0)=0$. Read the other way, a target at which the energy has a slope is never reached exactly at finite $L$.

```lean
/-- If the target itself minimises the penalised energy at some strength `L`, then the energy
gradient vanishes at the target. -/
theorem gradient_eq_zero_of_exact {E : V → ℝ} {x0 : V} {L : ℝ}
    (hE : DifferentiableAt ℝ E x0) (hx : IsPenaltyMinimiser E x0 L x0) :
    gradient E x0 = 0 := by
  have h := force_balance hE hx
  rw [sub_self, smul_zero] at h
  exact neg_eq_zero.1 h.symm
```

## The limit of the constraining field

Let $E$ be continuously differentiable, `ContDiff ℝ 1 E`, so that $\nabla E$ is continuous. Force balance and $x_L\to x_0$ give

$$2L(x_L-x_0)=-\nabla E(x_L)\longrightarrow-\nabla E(x_0).$$

Taking norms, squaring and dividing by four,

$$L^2\|x_L-x_0\|^2=\tfrac14\|2L(x_L-x_0)\|^2\longrightarrow\tfrac14\|\nabla E(x_0)\|^2 .$$

The theorem states both limits as a conjunction. `hfield` is the first line, with `congr'` replacing the gradient by the field for $L>0$, and the remaining lines carry out the norm computation.

```lean
/-- For a continuously differentiable energy that is bounded below, the constraining field
`2L(x_L - x0)` tends to minus the energy gradient at the target, and `L²‖x_L - x0‖²` tends to
a quarter of the squared gradient norm. -/
theorem constraining_field_limit {E : V → ℝ} (hE : ContDiff ℝ 1 E)
    (hb : BddBelow (Set.range E)) {x0 : V} {x : ℝ → V}
    (hx : ∀ L > 0, IsPenaltyMinimiser E x0 L (x L)) :
    Tendsto (fun L : ℝ => (2 * L) • (x L - x0)) atTop (𝓝 (-gradient E x0)) ∧
    Tendsto (fun L : ℝ => L ^ 2 * ‖x L - x0‖ ^ 2) atTop (𝓝 (‖gradient E x0‖ ^ 2 / 4)) := by
  have hg : Continuous (gradient E) :=
    (InnerProductSpace.toDual ℝ V).symm.continuous.comp (hE.continuous_fderiv (by simp))
  have hfield : Tendsto (fun L : ℝ => (2 * L) • (x L - x0)) atTop
      (𝓝 (-gradient E x0)) := by
    -- replace the field by the gradient at the minimiser and use continuity
    refine ((hg.tendsto x0).comp (tendsto_target hb hx)).neg.congr' ?_
    filter_upwards [eventually_gt_atTop (0 : ℝ)] with L hL
    exact (force_balance (hE.differentiable (by simp) (x L)) (hx L hL)).symm
  refine ⟨hfield, ?_⟩
  have h := (hfield.norm.pow 2).div_const 4
  rw [norm_neg] at h
  refine h.congr fun L => ?_
  rw [norm_smul, Real.norm_eq_abs, mul_pow, sq_abs]
  ring
```

The limit is also the Lagrange multiplier of the exact constraint: the function $E(x)+\langle\lambda,x-x_0\rangle$ is stationary at $x_0$ precisely when $\lambda=-\nabla E(x_0)$. Within this model of constrained populations, the global penalty minimisers thus approach the target populations as $L$ grows, and their constraining fields approach the multiplier.

In a code that constrains one population $N=\int w(\mathbf r)\rho(\mathbf r)\,d\mathbf r$, with density $\rho$, weight function $w$ and target $N_0$, the penalty $L(N-N_0)^2$ adds the potential $2L(N-N_0)\,w(\mathbf r)$ to the Kohn–Sham Hamiltonian. Its prefactor is the field above. Printing it for a few increasing values of $L$ shows whether it has settled, while the residual $N-N_0$ should fall roughly as $1/L$ if the limiting field is nonzero.

## The energy error is of order $1/L$

Let $E$ again be continuously differentiable and bounded below, and write $g=\nabla E(x_0)$. Differentiability at the target gives

$$E(x_L)=E(x_0)+\langle g,x_L-x_0\rangle+r_L,\qquad r_L=o(\|x_L-x_0\|).$$

Multiply by $L$. The field limit, halved, says $L(x_L-x_0)\to-\tfrac12g$. This sequence is bounded for large $L$, so $L\,r_L\to0$, and

$$L\bigl(E(x_0)-E(x_L)\bigr)=-\langle g,L(x_L-x_0)\rangle-L\,r_L\longrightarrow\tfrac12\|g\|^2 .$$

For the penalised energy, subtract the penalty term:

$$L\bigl(E(x_0)-E_L(x_L)\bigr)=L\bigl(E(x_0)-E(x_L)\bigr)-L^2\|x_L-x_0\|^2\longrightarrow\tfrac12\|g\|^2-\tfrac14\|g\|^2=\tfrac14\|g\|^2 .$$

In the proof, `hw` is the halved field limit, `h0` says that the remainder times $L$ vanishes, and `h1` is the limit of the linear term. Their sum, with the sign reversed, gives the first limit. Subtracting `hnorm`, the second limit of the previous theorem, gives the other. No second derivative of $E$ is used, and no rate is obtained for the terms beyond $1/L$. If $g=0$, both limits are zero and the errors are smaller than order $1/L$.

```lean
/-- The energy of the minimiser lies below that of the target by `‖∇E(x0)‖²/(2L)` to leading
order in `1/L`; for the penalised energy the leading difference is `‖∇E(x0)‖²/(4L)`. -/
theorem energy_error_limit {E : V → ℝ} (hE : ContDiff ℝ 1 E)
    (hb : BddBelow (Set.range E)) {x0 : V} {x : ℝ → V}
    (hx : ∀ L > 0, IsPenaltyMinimiser E x0 L (x L)) :
    Tendsto (fun L : ℝ => L * (E x0 - E (x L))) atTop (𝓝 (‖gradient E x0‖ ^ 2 / 2)) ∧
    Tendsto (fun L : ℝ => L * (E x0 - penalisedEnergy E x0 L (x L))) atTop
      (𝓝 (‖gradient E x0‖ ^ 2 / 4)) := by
  obtain ⟨hfield, hnorm⟩ := constraining_field_limit hE hb hx
  have hw : Tendsto (fun L : ℝ => L • (x L - x0)) atTop
      (𝓝 ((-(1 / 2 : ℝ)) • gradient E x0)) := by
    have e : (-(1 / 2 : ℝ)) • gradient E x0 = (1 / 2 : ℝ) • (-gradient E x0) := by module
    rw [e]
    exact (hfield.const_smul (1 / 2 : ℝ)).congr fun L => by module
  -- the first-order Taylor remainder, multiplied by L, vanishes in the limit
  have hr := (hE.differentiable (by simp) x0).hasFDerivAt.isLittleO.comp_tendsto
    (tendsto_target hb hx)
  have hs := ((Asymptotics.isBigO_refl (fun L : ℝ => L) atTop).smul_isLittleO hr).trans_isBigO
    (hw.isBigO_one ℝ)
  have h0 := (Asymptotics.isLittleO_one_iff ℝ).1 hs
  have h1 := ((fderiv ℝ E x0).continuous.tendsto _).comp hw
  have h2 := (h0.add h1).neg
  have e : -(0 + fderiv ℝ E x0 ((-(1 / 2 : ℝ)) • gradient E x0))
      = ‖gradient E x0‖ ^ 2 / 2 := by
    rw [← inner_gradient, real_inner_smul_right, real_inner_self_eq_norm_sq]
    ring
  rw [e] at h2
  have h3 : Tendsto (fun L : ℝ => L * (E x0 - E (x L))) atTop
      (𝓝 (‖gradient E x0‖ ^ 2 / 2)) := by
    refine h2.congr fun L => ?_
    simp only [Function.comp_apply, map_smul, smul_eq_mul]
    ring
  refine ⟨h3, ?_⟩
  -- the penalty term contributes the limit of L²‖x_L - x0‖²
  have h4 := h3.sub hnorm
  have e4 : ‖gradient E x0‖ ^ 2 / 2 - ‖gradient E x0‖ ^ 2 / 4
      = ‖gradient E x0‖ ^ 2 / 4 := by ring
  rw [e4] at h4
  refine h4.congr fun L => ?_
  unfold penalisedEnergy
  ring

end

end PenaltyConstrainedEnergy
```

```lean
#print axioms PenaltyConstrainedEnergy.exists_penaltyMinimiser
#print axioms PenaltyConstrainedEnergy.gradient_eq_zero_of_exact
#print axioms PenaltyConstrainedEnergy.constraining_field_limit
#print axioms PenaltyConstrainedEnergy.energy_error_limit
```

```
'PenaltyConstrainedEnergy.exists_penaltyMinimiser' depends on axioms: [propext, Classical.choice, Quot.sound]
'PenaltyConstrainedEnergy.gradient_eq_zero_of_exact' depends on axioms: [propext, Classical.choice, Quot.sound]
'PenaltyConstrainedEnergy.constraining_field_limit' depends on axioms: [propext, Classical.choice, Quot.sound]
'PenaltyConstrainedEnergy.energy_error_limit' depends on axioms: [propext, Classical.choice, Quot.sound]
```

Neither energy exceeds $E(x_0)$, since $E(x_L)\le E_L(x_L)\le E_L(x_0)=E(x_0)$ for every $L>0$, and when $g\neq0$ both gaps are of order $1/L$. A code can remove the $1/L$ error using quantities it already has: the two limits combine to show that $E(x_L)+2L\|x_L-x_0\|^2$ differs from $E(x_0)$ by less than order $1/L$. The limits are proved for global minimisers; a merely local minimiser, at which an optimiser may stop, is not covered by them.

## One variable, worked through

Take $V=\mathbb R$, $E(x)=(x-1)^2$ and $x_0=0$. Then $\nabla E(0)=-2$, and the predicted limits are $2$ for the field, $1$ for $L^2x_L^2$, $2$ for the scaled energy error and $1$ for the scaled penalised error. Stationarity, $2(x-1)+2Lx=0$, gives $x_L=1/(1+L)$.

| Quantity | $L=9$ | $L=99$ | Limit |
|---|---|---|---|
| $x_L$ | 0.1 | 0.01 | 0 |
| $2Lx_L$ | 1.8 | 1.98 | 2 |
| $L^2x_L^2$ | 0.81 | 0.9801 | 1 |
| $L(E(0)-E(x_L))$ | 1.71 | 1.9701 | 2 |
| $L(E(0)-E_L(x_L))$ | 0.9 | 0.99 | 1 |

At $L=9$ the energy is $E(x_L)=0.81$ against the target value $1$. The corrected value is $0.81+2\cdot9\cdot0.01=0.99$, which reduces the error from $0.19$ to $0.01$.
